# A single-level curvature fit to a metallic Coulomb peak overestimates the temperature by a factor √(3/2)

## Two peak shapes and one detuning

A Coulomb peak is a maximum in the conductance of a small island or quantum dot, reached when a gate voltage makes two neighbouring charge states equal in energy. If tunnelling is weak and the electron charge times the bias voltage is small compared with the thermal energy, thermal smearing sets the width of the peak, which can then serve as a thermometer for the electrons. The temperature read off depends on the peak shape that is assumed.

Let δ be the detuning, the energy measured from the peak centre, positive on one side and negative on the other. Let T be the thermal energy, that is, k_B times the temperature; the letter T has this meaning throughout. The reduced detuning is x = δ/T. Each conductance is divided by its maximum, so both peaks have height one:

metallic island: M(x) = x/sinh x for x ≠ 0, and M(0) = 1

single level: S(x) = 1/cosh²(x/2)

The first shape belongs to an island whose level spacing is far below the thermal energy, so that many levels take part in transport. The second belongs to a dot with level spacing far above it, in which a single level without spin or other degeneracy carries the current; a spin-degenerate level gives a slightly different shape. In both cases the charging energy is large and the lifetime broadening is negligible compared with the thermal energy.

A profile f has quadratic drop c if (1 − f(δ))/δ² → c as δ → 0 through nonzero values. For a smooth peak of height one, the second derivative at the centre is −2c. A curvature fit chooses the thermal energy of the model peak so that its quadratic drop, as a function of δ, equals that of the given peak.

The claims are these:

- M(x) > S(x) for every real x ≠ 0.
- (1 − M(x))/(1 − S(x)) → 2/3 as x → 0.
- Fitting a metallic peak at T with the single-level shape gives T' = √(3/2) T, about 22% too high. Fitting a single-level peak at T with the metallic shape gives T' = √(2/3) T, about 18% too low.

The sign of the error therefore depends on which shape is mistaken for which. This bears on electron thermometry with quantum dots, within the weak-tunnelling limits in which the two formulas hold.

## From sinh y < y cosh y to the temperature factor

**The inequality.** Let g(y) = y cosh y − sinh y. Then g(0) = 0, and

g'(y) = cosh y + y sinh y − cosh y = y sinh y > 0 for y > 0.

Hence sinh y < y cosh y for y > 0. Put x = 2y. Since sinh 2y = 2 sinh y cosh y,

M(2y) = y/(sinh y cosh y), S(2y) = 1/cosh² y.

Cross-multiplying by positive quantities, S(2y) < M(2y) means sinh y cosh y < y cosh² y, which is the inequality just found, multiplied by cosh y. Both profiles are even, so the result also holds for x < 0.

**The single-level drop.** From cosh² − sinh² = 1,

1 − S(x) = sinh²(x/2)/cosh²(x/2),

(1 − S(x))/x² = (1/4) · [ (sinh(x/2)/(x/2)) / cosh(x/2) ]².

As x → 0, sinh(x/2)/(x/2) → 1 and cosh(x/2) → 1, so the drop is 1/4.

**The metallic drop.** For x ≠ 0,

(1 − M(x))/x² = (sinh x − x)/(x² sinh x) = [ (sinh x − x)/x³ ] / [ sinh x/x ].

The denominator tends to 1. In the numerator, sinh x − x and x³ both vanish at zero, and the quotient of their derivatives is

(cosh x − 1)/(3x²) = 2 sinh²(x/2)/(3x²) = (1/6) · [ sinh(x/2)/(x/2) ]² → 1/6.

By l'Hôpital's rule the drop is 1/6. Dividing the two drops gives (1/6)/(1/4) = 2/3.

**The fit.** With x = δ/T,

(1 − f(δ/T))/δ² = (1/T²) · (1 − f(x))/x²,

so a drop c in x becomes c/T² in δ. Matching a metallic peak at T to a single-level peak at T' requires

1/(6T²) = 1/(4T'²), hence T'² = (3/2)T².

Both thermal energies are positive, so T' = √(3/2) T. With the roles exchanged, 1/(4T²) = 1/(6T'²) gives T' = √(2/3) T.

## The profiles and the fit in Lean

```lean
import Mathlib

open Filter Topology

namespace CoulombPeakThermometry

noncomputable section
```

The metallic profile is a function on all real numbers, with its value at the centre set explicitly to the limit 1.

```lean
/-- Normalised Coulomb peak of a metallic island, `x / sinh x`, with the value `1` at the
peak centre `x = 0`; `x` is the detuning in units of the thermal energy. -/
def metallic (x : ℝ) : ℝ := if x = 0 then 1 else x / Real.sinh x
```

The single-level profile needs no case distinction, because cosh is never zero.

```lean
/-- Normalised Coulomb peak of a single level, `1 / cosh² (x / 2)`; `x` is the detuning in
units of the thermal energy. -/
def singleLevel (x : ℝ) : ℝ := 1 / Real.cosh (x / 2) ^ 2
```

In the next definition, `𝓝[≠] 0` stands for approach to zero through nonzero values, and `𝓝 c` for convergence to `c`. The value of `f` at zero does not enter; both profiles have the value 1 there.

```lean
/-- Away from `δ = 0` itself, `f δ` is `1 - c δ²` to second order in the detuning `δ`: the quotient
`(1 - f δ) / δ²` tends to `c` as `δ` tends to zero through nonzero values. -/
def HasQuadraticDrop (f : ℝ → ℝ) (c : ℝ) : Prop :=
  Tendsto (fun δ => (1 - f δ) / δ ^ 2) (𝓝[≠] 0) (𝓝 c)
```

`SameCurvature` says that one number `c` is the quadratic drop of both functions. It compares the peaks at their centres only.

```lean
/-- The condition imposed in a curvature fit: `f` and `g` have the same quadratic drop at zero. -/
def SameCurvature (f g : ℝ → ℝ) : Prop :=
  ∃ c, HasQuadraticDrop f c ∧ HasQuadraticDrop g c
```

## The metallic profile lies above

The function g of the derivation appears here with its derivative `z * Real.sinh z`. Positivity of that derivative inside the half-line [0, ∞) makes g strictly increasing there, and comparing its values at 0 and `y` gives the inequality.

```lean
/-- For positive `y`, `sinh y` is strictly smaller than `y cosh y`. -/
theorem sinh_lt_mul_cosh {y : ℝ} (hy : 0 < y) : Real.sinh y < y * Real.cosh y := by
  have hd : ∀ z : ℝ, HasDerivAt (fun z => z * Real.cosh z - Real.sinh z)
      (z * Real.sinh z) z := fun z =>
    (((hasDerivAt_id' z).fun_mul (Real.hasDerivAt_cosh z)).fun_sub
      (Real.hasDerivAt_sinh z)).congr_deriv (by ring)
  -- the difference has positive derivative for `z > 0`, so it increases strictly on `[0, ∞)`
  have hmono : StrictMonoOn (fun z => z * Real.cosh z - Real.sinh z) (Set.Ici (0 : ℝ)) := by
    apply strictMonoOn_of_deriv_pos (convex_Ici 0)
    · exact fun z _ => (hd z).continuousAt.continuousWithinAt
    · intro z hz
      rw [interior_Ici] at hz
      rw [(hd z).deriv]
      exact mul_pos hz (Real.sinh_pos_iff.2 hz)
  have h := hmono (Set.mem_Ici.2 le_rfl) (Set.mem_Ici.2 hy.le) hy
  simp only [Real.sinh_zero, zero_mul, sub_zero] at h
  linarith
```

The theorem on the profiles first treats the argument `2 * y` with `y` positive. `Real.sinh_two_mul` supplies the double-angle formula, `div_lt_div_iff₀` cross-multiplies, and `nlinarith` receives the previous inequality multiplied by cosh y. Negative `x` is reduced to this case by evenness. The hypothesis `x ≠ 0` is needed, since at x = 0 both profiles equal 1.

```lean
/-- Away from the peak centre the metallic-island profile lies strictly above the
single-level profile. -/
theorem singleLevel_lt_metallic {x : ℝ} (hx : x ≠ 0) : singleLevel x < metallic x := by
  have hpos : ∀ y : ℝ, 0 < y → singleLevel (2 * y) < metallic (2 * y) := by
    intro y hy
    have hs := Real.sinh_pos_iff.2 hy
    have hc := Real.cosh_pos y
    have h2 : 2 * y ≠ 0 := by positivity
    have hh : 2 * y / 2 = y := by ring
    rw [singleLevel, metallic, if_neg h2, hh, Real.sinh_two_mul,
      div_lt_div_iff₀ (by positivity) (by positivity)]
    nlinarith [mul_lt_mul_of_pos_right (sinh_lt_mul_cosh hy) hc]
  rcases lt_or_gt_of_ne hx with h | h
  · -- both profiles are even
    have h1 := hpos (-x / 2) (by linarith)
    have e : 2 * (-x / 2) = -x := by ring
    have e1 : singleLevel (-x) = singleLevel x := by
      simp only [singleLevel, neg_div, Real.cosh_neg]
    have e2 : metallic (-x) = metallic x := by
      simp only [metallic, neg_eq_zero, Real.sinh_neg, neg_div_neg_eq]
    rwa [e, e1, e2] at h1
  · have h1 := hpos (x / 2) (by linarith)
    have e : 2 * (x / 2) = x := by ring
    rwa [e] at h1
```

## The drops 1/4 and 1/6

Two limits serve both calculations. Division by a positive `T` preserves the approach to zero through nonzero values:

```lean
lemma tendsto_scale {T : ℝ} (hT : 0 < T) :
    Tendsto (fun δ : ℝ => δ / T) (𝓝[≠] 0) (𝓝[≠] 0) := by
  refine tendsto_nhdsWithin_iff.2 ⟨?_, ?_⟩
  · exact ((continuous_id.div_const T).tendsto' 0 0 (by simp)).mono_left nhdsWithin_le_nhds
  · filter_upwards [self_mem_nhdsWithin] with δ hδ
    exact div_ne_zero hδ hT.ne'
```

The limit sinh x/x → 1 is the statement that sinh has slope cosh 0 = 1 at the origin:

```lean
lemma tendsto_sinh_div : Tendsto (fun x : ℝ => Real.sinh x / x) (𝓝[≠] 0) (𝓝 1) := by
  simpa [div_eq_inv_mul] using (Real.hasDerivAt_sinh 0).tendsto_slope_zero
```

For the single level, the proof builds the limit of the squared quotient and then shows that it agrees with the required expression at every nonzero `x`. The identity `h1` is the rewriting of 1 − S(x) as sinh²(x/2)/cosh²(x/2).

```lean
/-- The single-level peak falls off as `1 - x² / 4` to second order. -/
theorem singleLevel_drop : HasQuadraticDrop singleLevel (1 / 4) := by
  have hs := tendsto_sinh_div.comp (tendsto_scale (T := 2) (by norm_num))
  have hc : Tendsto (fun x : ℝ => Real.cosh (x / 2)) (𝓝[≠] 0) (𝓝 1) :=
    ((Real.continuous_cosh.comp (continuous_id.div_const 2)).tendsto' 0 1
      (by simp)).mono_left nhdsWithin_le_nhds
  have h := ((hs.div hc one_ne_zero).pow 2).const_mul (1 / 4 : ℝ)
  have e : (1 / 4 : ℝ) * (1 / 1) ^ 2 = 1 / 4 := by norm_num
  rw [e] at h
  refine h.congr' ?_
  filter_upwards [self_mem_nhdsWithin] with x hx
  have hx0 : x ≠ 0 := hx
  have hc0 := (Real.cosh_pos (x / 2)).ne'
  -- one minus the profile is `tanh² (x / 2)`
  have h1 : 1 - singleLevel x = Real.sinh (x / 2) ^ 2 / Real.cosh (x / 2) ^ 2 := by
    rw [singleLevel, eq_div_iff (pow_ne_zero 2 hc0), sub_mul,
      div_mul_cancel₀ _ (pow_ne_zero 2 hc0), Real.cosh_sq]
    ring
  rw [h1]
  simp only [Function.comp_apply, Pi.div_apply, div_pow]
  field_simp
  norm_num
```

In the metallic case, `hdiv` is the limit of the quotient of derivatives, obtained from the half-angle formula. `hcub` applies l'Hôpital's rule; its remaining conditions are that 3x² is nonzero away from zero and that numerator and denominator both tend to zero. Division by sinh x/x then gives the drop.

```lean
/-- The metallic-island peak falls off as `1 - x² / 6` to second order. -/
theorem metallic_drop : HasQuadraticDrop metallic (1 / 6) := by
  have hdiv : Tendsto (fun x : ℝ => (Real.cosh x - 1) / (3 * x ^ 2)) (𝓝[≠] 0)
      (𝓝 (1 / 6)) := by
    have h := ((tendsto_sinh_div.comp (tendsto_scale (T := 2) (by norm_num))).pow 2).const_mul
      (1 / 6 : ℝ)
    rw [one_pow, mul_one] at h
    refine h.congr' ?_
    filter_upwards [self_mem_nhdsWithin] with x hx
    have hx0 : x ≠ 0 := hx
    have h2 := Real.cosh_two_mul (x / 2)
    rw [show 2 * (x / 2) = x by ring, Real.cosh_sq] at h2
    have h3 : Real.cosh x - 1 = 2 * Real.sinh (x / 2) ^ 2 := by linarith
    rw [h3]
    simp only [Function.comp_apply, div_pow]
    field_simp
    norm_num
  -- l'Hôpital's rule for the cubic term of `sinh`
  have hcub : Tendsto (fun x : ℝ => (Real.sinh x - x) / x ^ 3) (𝓝[≠] 0) (𝓝 (1 / 6)) := by
    refine HasDerivAt.lhopital_zero_nhdsNE
      (Eventually.of_forall fun x => (Real.hasDerivAt_sinh x).fun_sub (hasDerivAt_id' x))
      (Eventually.of_forall fun x => (hasDerivAt_pow 3 x).congr_deriv (by norm_num))
      ?_ ?_ ?_ hdiv
    · filter_upwards [self_mem_nhdsWithin] with x hx
      exact mul_ne_zero (by norm_num) (pow_ne_zero 2 hx)
    · exact ((Real.continuous_sinh.sub continuous_id).tendsto' 0 0
        (by simp)).mono_left nhdsWithin_le_nhds
    · exact ((continuous_pow 3).tendsto' (0 : ℝ) 0 (by simp)).mono_left nhdsWithin_le_nhds
  have h := hcub.div tendsto_sinh_div one_ne_zero
  rw [div_one] at h
  refine h.congr' ?_
  filter_upwards [self_mem_nhdsWithin] with x hx
  have hx0 : x ≠ 0 := hx
  have hs : Real.sinh x ≠ 0 := mt Real.sinh_eq_zero.1 hx0
  simp only [Pi.div_apply, metallic, if_neg hx0]
  field_simp
```

The limit of the ratio follows by dividing the two results and cancelling the common factor x².

```lean
/-- The ratio of `1 - metallic x` to `1 - singleLevel x` tends to `2 / 3` as `x` tends to zero
through nonzero values. -/
theorem drop_ratio :
    Tendsto (fun x => (1 - metallic x) / (1 - singleLevel x)) (𝓝[≠] 0) (𝓝 (2 / 3)) := by
  have h := metallic_drop.div singleLevel_drop (by norm_num)
  rw [show (1 / 6 : ℝ) / (1 / 4) = 2 / 3 by norm_num] at h
  refine h.congr' ?_
  filter_upwards [self_mem_nhdsWithin] with x hx
  exact div_div_div_cancel_right₀ (pow_ne_zero 2 hx) _ _
```

## From equal curvature to temperature

The rescaling theorem holds for any profile with a quadratic drop. It composes the limit with δ ↦ δ/T and divides by `T ^ 2`.

```lean
/-- At thermal energy `T > 0` a profile with quadratic drop `c` in the reduced detuning has
quadratic drop `c / T²` in the physical detuning. -/
theorem HasQuadraticDrop.thermal {f : ℝ → ℝ} {c T : ℝ} (h : HasQuadraticDrop f c)
    (hT : 0 < T) : HasQuadraticDrop (fun δ => f (δ / T)) (c / T ^ 2) := by
  refine ((h.comp (tendsto_scale hT)).div_const (T ^ 2)).congr fun δ => ?_
  simp only [Function.comp_apply]
  rw [div_div, div_pow, div_mul_cancel₀ _ (pow_ne_zero 2 hT.ne')]
```

The fit is stated as an equivalence: the curvatures agree if T' = √(3/2) T, and for no other positive T'. In the proof, `key` solves the equation between the two drops, comparing squares of positive numbers. If the curvatures agree, uniqueness of limits identifies the common `c` with both computed drops, which yields that equation. Conversely, the equation makes the two drops the same number.

```lean
/-- A metallic-island peak at thermal energy `T > 0` and a single-level peak at `T' > 0` have
the same curvature exactly when `T' = √(3/2) T`. -/
theorem singleLevel_fit_of_metallic {T T' : ℝ} (hT : 0 < T) (hT' : 0 < T') :
    SameCurvature (fun δ => metallic (δ / T)) (fun δ => singleLevel (δ / T')) ↔
      T' = √(3 / 2) * T := by
  have hm := metallic_drop.thermal hT
  have hs := singleLevel_drop.thermal hT'
  have hsq : (√(3 / 2) * T) ^ 2 = 3 / 2 * T ^ 2 := by
    rw [mul_pow, Real.sq_sqrt (by norm_num)]
  have key : (1 / 6 : ℝ) / T ^ 2 = 1 / 4 / T' ^ 2 ↔ T' = √(3 / 2) * T := by
    rw [div_eq_div_iff (by positivity) (by positivity),
      ← sq_eq_sq₀ hT'.le (by positivity), hsq]
    constructor <;> intro h <;> linarith
  rw [← key]
  constructor
  · rintro ⟨c, h1, h2⟩
    exact (tendsto_nhds_unique hm h1).trans (tendsto_nhds_unique h2 hs)
  · intro h
    exact ⟨_, hm, h ▸ hs⟩
```

The equivalence fails if T' may be negative. Take T = 1 and T' = −√(3/2). Because the single-level profile is even, its curvature is the same as for +√(3/2), so the peaks match although T' ≠ √(3/2) T.

The reverse fit exchanges the two functions in `SameCurvature`, applies the previous theorem with T and T' interchanged, and solves for T' by squaring.

```lean
/-- A single-level peak at thermal energy `T > 0` and a metallic-island peak at `T' > 0` have
the same curvature exactly when `T' = √(2/3) T`. -/
theorem metallic_fit_of_singleLevel {T T' : ℝ} (hT : 0 < T) (hT' : 0 < T') :
    SameCurvature (fun δ => singleLevel (δ / T)) (fun δ => metallic (δ / T')) ↔
      T' = √(2 / 3) * T := by
  have hswap : SameCurvature (fun δ => singleLevel (δ / T)) (fun δ => metallic (δ / T')) ↔
      SameCurvature (fun δ => metallic (δ / T')) (fun δ => singleLevel (δ / T)) :=
    exists_congr fun _ => and_comm
  rw [hswap, singleLevel_fit_of_metallic hT' hT, ← sq_eq_sq₀ hT.le (by positivity),
    ← sq_eq_sq₀ hT'.le (by positivity), mul_pow, mul_pow, Real.sq_sqrt (by norm_num),
    Real.sq_sqrt (by norm_num)]
  constructor <;> intro h <;> linarith

end

end CoulombPeakThermometry
```

Applying these theorems to a device assumes that its measured conductance follows one of the two profiles, which are taken here as given and not derived from tunnelling rates. It also assumes that the gate voltage has been converted to the energy δ by a calibration that does not itself rest on the assumed peak shape. The factors also belong to matching at the peak centre; a least-squares fit over a finite range of detuning will in general return a somewhat different one.

```lean
#print axioms CoulombPeakThermometry.singleLevel_lt_metallic
#print axioms CoulombPeakThermometry.drop_ratio
#print axioms CoulombPeakThermometry.metallic_fit_of_singleLevel
```

```
'CoulombPeakThermometry.singleLevel_lt_metallic' depends on axioms: [propext, Classical.choice, Quot.sound]
'CoulombPeakThermometry.drop_ratio' depends on axioms: [propext, Classical.choice, Quot.sound]
'CoulombPeakThermometry.metallic_fit_of_singleLevel' depends on axioms: [propext, Classical.choice, Quot.sound]
```
